# A term coupled to a higher configuration is lowered by less than the second-order estimate

Let an atomic term have energy $J$, and let a real matrix element $v\neq0$ couple it to a configuration at energy $D>J$. The lower eigenvalue $L$ of the resulting two-state Hamiltonian satisfies

$$J-\frac{v^2}{D-J}<L<J .$$

Suppose further that $J>0$ is measured from a reference term at energy zero which does not mix with anything. Then $L$ is the new signed splitting, and it is always smaller than $J$. The two terms keep their order exactly when $v^2<JD$, and the distance between them shrinks exactly when $v^2<2J(J+D)$.

The number $v$ stands for an off-diagonal element of the electron repulsion, which connects states of the same symmetry in different configurations. Taking the reference term as unmixed neglects the shift that such couplings give to it; if the reference term were lowered by more than the other term, the signed splitting would grow instead. No ligand orbital enters, so in this two-state model a reduced term splitting needs no covalency. Core-level multiplet calculations often scale down their Slater integrals to allow for configuration interaction within the atom; the model describes one such shift for given $J$, $D$ and $v$, and does not supply a scaling factor.

## The lower root of the secular equation

In the orthonormal basis formed by the term and the configuration, the Hamiltonian is

$$H=\begin{pmatrix}J&v\\v&D\end{pmatrix}.$$

An energy $E$ is a level if $Hc=Ec$ for some nonzero vector $c=(c_0,c_1)$. Such a vector exists exactly when $\det(H-E)=0$, that is, when

$$(J-E)(D-E)=v^2 .$$

Completing the square turns this into

$$\left(E-\frac{J+D}{2}\right)^2=\left(\frac{D-J}{2}\right)^2+v^2 .$$

Both solutions are therefore at the same distance from the mean energy, and the lower one is

$$L=\frac{J+D}{2}-\sqrt{\left(\frac{D-J}{2}\right)^2+v^2}.$$

Since $v\neq0$ and $D>J$, the square root exceeds $(D-J)/2$. Hence $L<\frac{J+D}{2}-\frac{D-J}{2}=J$.

For the lower bound, note that $J-L>0$ and $D-L>D-J>0$. The secular equation then gives

$$(J-L)(D-J)<(J-L)(D-L)=v^2 ,$$

and division by $D-J$ yields $J-L<v^2/(D-J)$. Second-order perturbation theory overestimates the shift because it uses the denominator $D-J$ where the secular equation has the larger $D-L$.

In the limit of weak coupling the estimate becomes sharp. The ratio of the true shift to the estimated one is $(D-J)/(D-L)$, which tends to 1 as $v\to0$ with $J$ and $D$ fixed, because $L\to J$.

The condition $D>J$ matters. Take $J=7$, $D=1$ and $v=4$, so that the configuration lies below the term. The levels are $-1$ and $9$, and the expression $J-v^2/(D-J)$ equals $29/3$, which is no lower bound for $-1$. The level with mostly term character is now the upper one: it has moved up from 7 to 9, and its splitting from the reference has grown.

## Reduced, inverted and enlarged splittings

The trace of $H$ is $J+D$, so the upper level is $U=J+D-L$. Let $0<J<D$ and $v\neq0$. From $L<J$ it follows that $U>D>0$. The determinant is the product of the levels,

$$LU=JD-v^2 ,$$

so $L$ is positive exactly when $v^2<JD$.

The distance to the reference term is $|L|$. As $L<J$ already holds, $|L|<J$ is equivalent to $L+J>0$. Adding $J$ to both diagonal elements of $H$ raises both levels by $J$, and the determinant becomes

$$(L+J)(U+J)=2J(J+D)-v^2 .$$

The factor $U+J$ is positive, so $|L|<J$ exactly when $v^2<2J(J+D)$.

All three regimes appear if the gap is held at $D-J=6$ and the coupling at $v=4$, which gives $L=J-2$:

- For $J=3$ the splitting falls from 3 to 1 and the order is kept.
- For $J=3/2$ the lower level is at $-1/2$: the order is inverted, and the distance is smaller than before.
- For $J=1/2$ the lower level is at $-3/2$: the order is inverted, and the distance has grown.

## Several configurations above one term

Now let the term couple by $v_k$ to finitely many configurations at energies $D_k>J$ that do not couple to one another. With amplitude $a$ on the term and $c_k$ on configuration $k$, the eigenvalue equations are

$$Ja+\sum_k v_kc_k=Ea,\qquad v_ka+D_kc_k=Ec_k .$$

Consider a level $E<J$. Then $D_k-E>0$, and the second equation gives $c_k=-v_ka/(D_k-E)$. If $a$ were zero, every amplitude would vanish, so $a\neq0$. Inserting $c_k$ into the first equation and dividing by $a$ gives

$$J-E=\sum_k\frac{v_k^2}{D_k-E}.$$

The left side is positive, so at least one $v_k$ is nonzero. Replacing each $D_k-E$ by the smaller positive number $D_k-J$ lowers no summand and raises at least one. Therefore

$$E>J-\sum_k\frac{v_k^2}{D_k-J}.$$

## The Hamiltonian and its levels in Lean

```lean
import Mathlib

open Matrix

namespace MultipletConfigurationInteraction

noncomputable section
```

Energies and couplings are real numbers in one common unit. Index `0` of `Fin 2` is the term and index `1` the configuration.

```lean
/-- The Hamiltonian of a term at energy `J` coupled by `v` to a configuration at energy `D`. -/
def hamiltonian (J D v : ℝ) : Matrix (Fin 2) (Fin 2) ℝ := !![J, v; v, D]
```

The symbol `J` is simply the energy of the term, neither an angular momentum nor a particular exchange integral. The values of `J`, `D` and `v` are given; nothing derives them from radial wavefunctions.

```lean
/-- `E` is a level of the coupled system: the Hamiltonian has a nonzero eigenvector
with eigenvalue `E`. -/
def IsLevel (J D v E : ℝ) : Prop :=
  ∃ c : Fin 2 → ℝ, c ≠ 0 ∧ hamiltonian J D v *ᵥ c = E • c
```

`IsLevel J D v E` says that `E` is an eigenvalue, in the form of a nonzero real vector `c` with $Hc=Ec$. The vector need not be normalised, since only its existence matters. Real vectors suffice because the matrix is real and symmetric.

```lean
/-- The mean of the two unmixed energies, lowered by the root of the squared half-gap
plus the squared coupling. -/
def lowerLevel (J D v : ℝ) : ℝ := (J + D) / 2 - √(((D - J) / 2) ^ 2 + v ^ 2)
```

`lowerLevel` is the closed formula for $L$. At this point it is only an expression; that it is an eigenvalue, and the lowest one, is proved below.

```lean
/-- The levels are exactly the solutions of the secular equation. -/
theorem isLevel_iff_secular (J D v E : ℝ) :
    IsLevel J D v E ↔ (J - E) * (D - E) = v ^ 2 := by
  have key : ∀ c : Fin 2 → ℝ,
      !![J - E, v; v, D - E] *ᵥ c = hamiltonian J D v *ᵥ c - E • c := by
    intro c
    ext i
    fin_cases i <;>
      simp [hamiltonian, Matrix.mulVec, dotProduct, Fin.sum_univ_two] <;> ring
  -- a nonzero kernel vector exists exactly when the determinant vanishes
  have h := Matrix.exists_mulVec_eq_zero_iff (M := !![J - E, v; v, D - E])
  simp only [key, sub_eq_zero, Matrix.det_fin_two_of] at h
  unfold IsLevel
  rw [h, sq]
```

This is the secular equation, valid for all real parameters. The auxiliary statement `key` checks, component by component, that applying $H-E$ to $c$ gives $Hc-Ec$. Mathlib's `Matrix.exists_mulVec_eq_zero_iff` then says that a nonzero vector is sent to zero exactly when the determinant vanishes, and the explicit $2\times2$ determinant gives the stated product.

```lean
/-- The closed formula `lowerLevel` solves the secular equation. -/
theorem lowerLevel_secular (J D v : ℝ) :
    (J - lowerLevel J D v) * (D - lowerLevel J D v) = v ^ 2 := by
  have hs : √(((D - J) / 2) ^ 2 + v ^ 2) ^ 2 = ((D - J) / 2) ^ 2 + v ^ 2 :=
    Real.sq_sqrt (by positivity)
  unfold lowerLevel
  linear_combination hs
```

Here the formula is inserted into the secular equation. The only fact needed about the root is that its square is the radicand, which is `hs`.

```lean
/-- `lowerLevel` is the lowest eigenvalue of the Hamiltonian. -/
theorem lowerLevel_isLeast (J D v : ℝ) :
    IsLeast {E | IsLevel J D v E} (lowerLevel J D v) := by
  refine ⟨(isLevel_iff_secular J D v _).2 (lowerLevel_secular J D v), ?_⟩
  intro E hE
  have h := (isLevel_iff_secular J D v E).1 hE
  -- every level is at most one square root away from the mean energy
  have h1 : |E - (J + D) / 2| ≤ √(((D - J) / 2) ^ 2 + v ^ 2) :=
    Real.abs_le_sqrt (by nlinarith [h])
  have h2 := (abs_le.1 h1).1
  unfold lowerLevel
  linarith
```

`IsLeast` has two parts: `lowerLevel J D v` belongs to the set of levels, and no level lies below it. The first part combines the two preceding theorems. For the second, the completed square shows that any level `E` differs from the mean energy by at most the root, which is `h1`; the lower half of this inequality is what is required.

## The two-sided bound in Lean

```lean
/-- A term coupled by `v ≠ 0` to a configuration above it is pushed down, by strictly less
than the second-order estimate `v ^ 2 / (D - J)`. -/
theorem lowerLevel_bounds {J D v : ℝ} (hJD : J < D) (hv : v ≠ 0) :
    J - v ^ 2 / (D - J) < lowerLevel J D v ∧ lowerLevel J D v < J := by
  have hv2 : 0 < v ^ 2 := by positivity
  have hup : lowerLevel J D v < J := by
    have h : (D - J) / 2 < √(((D - J) / 2) ^ 2 + v ^ 2) :=
      Real.lt_sqrt_of_sq_lt (by linarith)
    unfold lowerLevel
    linarith
  refine ⟨?_, hup⟩
  -- the true energy denominator is larger than the unperturbed one
  have hshift : J - lowerLevel J D v < v ^ 2 / (D - J) := by
    rw [lt_div_iff₀ (sub_pos.2 hJD)]
    nlinarith [lowerLevel_secular J D v, mul_pos (sub_pos.2 hup) (sub_pos.2 hup)]
  linarith
```

The hypotheses are `J < D` and `v ≠ 0`. The sign of `J` plays no part, because the reference term has not yet entered. If `v = 0`, the level stays at `J` and both strict inequalities fail.

The proof of `hup` compares the root with the half-gap, as in the derivation. In `hshift` the division is first cleared, which leaves $(J-L)(D-J)<v^2$. The tactic `nlinarith` obtains this from the secular equation and $(J-L)^2>0$, since

$$(J-L)(D-L)=(J-L)(D-J)+(J-L)^2 .$$

## The coupling criteria in Lean

The reference term is not an object in the file. It is represented by the zero of energy, so `lowerLevel J D v` is itself the signed splitting, and the assumption that the reference does not mix is built into this choice.

```lean
/-- Let a term lie at `J > 0` above an unmixed reference term at energy zero, and couple by
`v ≠ 0` to a configuration at `D > J`. The splitting is reduced with the order of the terms
kept exactly when `v ^ 2 < J * D`. -/
theorem splitting_reduced_iff {J D v : ℝ} (hJ : 0 < J) (hJD : J < D) (hv : v ≠ 0) :
    (0 < lowerLevel J D v ∧ lowerLevel J D v < J) ↔ v ^ 2 < J * D := by
  have hup := (lowerLevel_bounds hJD hv).2
  have hU : 0 < J + D - lowerLevel J D v := by linarith
  -- the determinant is the product of the two levels
  have hdet : lowerLevel J D v * (J + D - lowerLevel J D v) = J * D - v ^ 2 := by
    linear_combination -lowerLevel_secular J D v
  constructor
  · rintro ⟨h, _⟩
    have := mul_pos h hU
    linarith
  · intro h
    refine ⟨pos_of_mul_pos_left (b := J + D - lowerLevel J D v) ?_ hU.le, hup⟩
    linarith
```

The left side of the equivalence says that the splitting is still positive and is smaller than `J`. The second half always holds under the hypotheses, by `lowerLevel_bounds`. The upper level appears as `J + D - lowerLevel J D v`; `hU` states that it is positive, and `hdet` is the product formula for the determinant. The sign of `lowerLevel J D v` is then the sign of $JD-v^2$.

```lean
/-- With the reference term at energy zero, `0 < J < D` and `v ≠ 0`, the distance between the
lower level and the reference term is smaller than `J` exactly when
`v ^ 2 < 2 * J * (J + D)`. -/
theorem abs_splitting_lt_iff {J D v : ℝ} (hJ : 0 < J) (hJD : J < D) (hv : v ≠ 0) :
    |lowerLevel J D v| < J ↔ v ^ 2 < 2 * J * (J + D) := by
  have hup := (lowerLevel_bounds hJD hv).2
  have hU : 0 < 2 * J + D - lowerLevel J D v := by linarith
  -- the determinant of the Hamiltonian shifted upwards by `J`
  have hdet : (lowerLevel J D v + J) * (2 * J + D - lowerLevel J D v)
      = 2 * J * (J + D) - v ^ 2 := by
    linear_combination -lowerLevel_secular J D v
  rw [abs_lt]
  constructor
  · rintro ⟨h, _⟩
    have := mul_pos (show 0 < lowerLevel J D v + J by linarith) hU
    linarith
  · intro h
    refine ⟨?_, hup⟩
    by_contra hn
    have h1 : lowerLevel J D v + J ≤ 0 := by linarith
    have := mul_nonpos_of_nonpos_of_nonneg h1 hU.le
    linarith
```

The absolute value measures the distance between the two terms whatever their order. `abs_lt` splits the claim into $-J<L$ and $L<J$, and the second inequality is already known. The shifted determinant `hdet` settles the first. In the direction from the coupling to the distance, the proof assumes $L+J\le0$; the product would then be at most zero, whereas the hypothesis makes it positive.

## The bound for a finite set of configurations in Lean

```lean
/-- Let a term at `J` couple to finitely many configurations at energies `D k > J` that do not
couple to each other. Every level `E < J`, with amplitudes `a` and `c k` not all zero, lies
strictly above the second-order estimate. -/
theorem many_configurations_bound {ι : Type*} [Fintype ι] {J E a : ℝ} {D v c : ι → ℝ}
    (hD : ∀ k, J < D k) (hE : E < J) (hne : a ≠ 0 ∨ c ≠ 0)
    (h0 : J * a + ∑ k, v k * c k = E * a)
    (hk : ∀ k, v k * a + D k * c k = E * c k) :
    J - ∑ k, v k ^ 2 / (D k - J) < E := by
  have hpos : ∀ k, 0 < D k - E := fun k => by linarith [hD k]
  -- eliminate the amplitudes of the configurations
  have hc : ∀ k, c k = -(v k * a) / (D k - E) := by
    intro k
    rw [eq_div_iff (hpos k).ne']
    linear_combination hk k
  have ha : a ≠ 0 := by
    intro ha0
    rcases hne with h | h
    · exact h ha0
    · exact h (funext fun k => by rw [hc k, ha0]; simp)
  have hsum : J - E = ∑ k, v k ^ 2 / (D k - E) := by
    apply mul_right_cancel₀ ha
    rw [Finset.sum_mul]
    have hs : ∑ k, v k * c k = -∑ k, v k ^ 2 / (D k - E) * a := by
      rw [← Finset.sum_neg_distrib]
      apply Finset.sum_congr rfl
      intro k _
      rw [hc k]
      ring
    linear_combination h0 - hs
  -- a level below `J` requires at least one nonzero coupling
  have hv : ∃ k, v k ≠ 0 := by
    by_contra hn
    have hz : ∀ k, v k = 0 := fun k => by_contra fun h => hn ⟨k, h⟩
    have hzero : ∑ k, v k ^ 2 / (D k - E) = 0 :=
      Finset.sum_eq_zero fun k _ => by rw [hz k]; simp
    linarith
  obtain ⟨k₀, hk₀⟩ := hv
  have hlt : ∑ k, v k ^ 2 / (D k - E) < ∑ k, v k ^ 2 / (D k - J) := by
    apply Finset.sum_lt_sum
    · intro k _
      exact div_le_div_of_nonneg_left (sq_nonneg _) (sub_pos.2 (hD k)) (by linarith)
    · exact ⟨k₀, Finset.mem_univ _,
        div_lt_div_of_pos_left (by positivity) (sub_pos.2 (hD k₀)) (by linarith)⟩
  linarith

end

end MultipletConfigurationInteraction
```

The finite type `ι` labels the configurations, and `D`, `v` and `c` are functions on it. The eigenvalue problem is written out as equations: `h0` is the row of the term and `hk` contains the rows of the configurations. The absence of a coupling between different configurations is visible in `hk`, where only `c k` occurs. The hypothesis `hne` excludes the zero vector.

The theorem concerns every level below `J` and does not state that one exists. If `ι` is empty or all couplings vanish, there is none, and the statement holds vacuously.

The proof keeps the order of the derivation. `hc` solves for the amplitudes of the configurations, `ha` shows that the term has nonzero amplitude, and `hsum` is the resulting equation for $J-E$. Then `hv` finds a nonzero coupling, with label `k₀`. For `hlt`, `Finset.sum_lt_sum` asks for two things: no summand decreases when the denominator is replaced, and at least one increases. The label `k₀` provides the second.

```lean
#print axioms MultipletConfigurationInteraction.lowerLevel_isLeast
-- 'MultipletConfigurationInteraction.lowerLevel_isLeast' depends on axioms: [propext, Classical.choice, Quot.sound]
#print axioms MultipletConfigurationInteraction.lowerLevel_bounds
-- 'MultipletConfigurationInteraction.lowerLevel_bounds' depends on axioms: [propext, Classical.choice, Quot.sound]
#print axioms MultipletConfigurationInteraction.abs_splitting_lt_iff
-- 'MultipletConfigurationInteraction.abs_splitting_lt_iff' depends on axioms: [propext, Classical.choice, Quot.sound]
#print axioms MultipletConfigurationInteraction.many_configurations_bound
-- 'MultipletConfigurationInteraction.many_configurations_bound' depends on axioms: [propext, Classical.choice, Quot.sound]
```
